# A rank-$r$ approximation of $e^{-tw}$ on $[0,\beta]\times[0,W]$ with error at most $(\beta W)^r/r!$

The spectrum is modelled as real weights $a_j$ at finitely many fixed frequencies $w_j\in[0,W]$, and the kernel is the bare decay $e^{-t_iw_j}$, with $\hbar=1$ and no thermal denominator. The times $t_i$ lie in $[0,\beta]$, where $\beta$ is the inverse temperature. For every natural $r$ there is then a matrix $B$ with

$$\operatorname{rank}B\le r,\qquad |e^{-t_iw_j}-B_{ij}|\le\frac{(\beta W)^r}{r!}\quad\text{for all }i,j.$$

For $r=0$, $B$ is the zero matrix and the error is at most 1. For $r=1$, $B$ has every entry equal to 1 and the error is at most $\beta W$. At $\beta W=10$, $r=40$ gives about $1.2\times10^{-8}$.

## Compression and analytic continuation

A code that compresses imaginary-time data can exploit such low-rank structure. A code that fits a spectrum to the data meets its other side: on a finite grid of non-negative frequencies, very different spectra can give nearly equal signals $G_a(t)=\sum_j a_je^{-tw_j}$.

## From alternating remainders to hidden spectra

Let $T_r(x)=\sum_{k<r}(-x)^k/k!$ and $R_r(x)=e^{-x}-T_r(x)$. Differentiating term by term gives $T_{r+1}'=-T_r$.

For $x\ge0$, induction shows $(-1)^rR_r(x)\ge0$. At $r=0$ this is $e^{-x}\ge0$. For the step,

$$\frac{d}{dx}\left[(-1)^{r+1}R_{r+1}(x)\right]=(-1)^rR_r(x)\ge0,$$

and $R_{r+1}(0)=0$, so the bracket is non-negative. Since $R_{r+1}=R_r-(-x)^r/r!$,

$$0\le(-1)^{r+1}R_{r+1}(x)=\frac{x^r}{r!}-(-1)^rR_r(x).$$

Hence $|R_r(x)|\le x^r/r!$, and $x=t_iw_j\le\beta W$ gives the error bound. The rank follows from

$$B_{ij}=T_r(t_iw_j)=\sum_{k<r}\frac{(-t_i)^k}{k!}\,w_j^k,$$

a product of two matrices with inner dimension $r$.

If $\sum_ja_jw_j^k=0$ for all $k<r$, then $\sum_ja_jT_r(tw_j)=0$. Only remainders survive, so $|G_a(t)|\le\frac{(\beta W)^r}{r!}\sum_j|a_j|$ for all $t\in[0,\beta]$.

With more than $r$ weights, these $r$ linear conditions have a solution $a\ne0$. Let $r>0$, so that $\sum_ja_j=0$, and set $s=\sum_j|a_j|$, $p_j=(|a_j|+a_j)/s$ and $q_j=(|a_j|-a_j)/s$. Both spectra are non-negative and sum to 1, and $p_jq_j=0$. Since $p-q=2a/s$, their signals differ by at most $2(\beta W)^r/r!$ throughout $[0,\beta]$.

The information is suppressed, not absent. For times $t_i=i\tau$ with integer index $i=0,\dots,N-1$ and real $\tau\ne0$, and $N$ distinct frequencies, the kernel entries are $x_j^i$ with $x_j=e^{-\tau w_j}$. The determinant is $\prod_{i<j}(x_j-x_i)\ne0$.

In Lean 4 with Mathlib:

```lean
import Mathlib

open Finset

namespace ImaginaryTimeKernel

noncomputable section

variable {m n : Type*} [Fintype n]

/-- The matrix `exp(-t_i w_j)` that takes spectral weights at frequencies `w_j` to
imaginary-time data at times `t_i`. -/
def kernel (t : m → ℝ) (w : n → ℝ) : Matrix m n ℝ :=
  Matrix.of fun i j => Real.exp (-(t i * w j))

/-- The imaginary-time signal `∑ a_j exp(-t w_j)` of spectral weights `a_j` at
frequencies `w_j`. -/
def signal (a w : n → ℝ) (t : ℝ) : ℝ := ∑ j, a j * Real.exp (-(t * w j))

/-- The first `r` terms of the Taylor series of the decay `exp(-x)`. -/
def truncatedDecay (r : ℕ) (x : ℝ) : ℝ :=
  ∑ k ∈ range r, (-x) ^ k / (k.factorial : ℝ)

/-- Adding one term to the truncated decay. -/
lemma truncatedDecay_succ (r : ℕ) (x : ℝ) :
    truncatedDecay (r + 1) x = truncatedDecay r x + (-x) ^ r / (r.factorial : ℝ) := by
  unfold truncatedDecay
  rw [sum_range_succ]

/-- The truncated decay obeys the decay equation up to a shift of order: the derivative of
the truncation with `r + 1` terms is minus the truncation with `r` terms. -/
lemma hasDerivAt_truncatedDecay (r : ℕ) (x : ℝ) :
    HasDerivAt (truncatedDecay (r + 1)) (-truncatedDecay r x) x := by
  induction r with
  | zero =>
    have h : truncatedDecay (0 + 1) = fun _ => (1 : ℝ) := by
      funext y
      simp [truncatedDecay]
    rw [h]
    simpa [truncatedDecay] using hasDerivAt_const x (1 : ℝ)
  | succ r ih =>
    have hp : HasDerivAt (fun y : ℝ => (-y) ^ (r + 1) / ((r + 1).factorial : ℝ))
        (-((-x) ^ r / (r.factorial : ℝ))) x := by
      have h1 := ((hasDerivAt_id' x).fun_neg.fun_pow (r + 1)).div_const
        ((r + 1).factorial : ℝ)
      refine h1.congr_deriv ?_
      rw [Nat.add_sub_cancel, Nat.factorial_succ]
      push_cast
      field_simp
    rw [funext (truncatedDecay_succ (r + 1))]
    refine (ih.fun_add hp).congr_deriv ?_
    rw [truncatedDecay_succ r x]
    ring

/-- For `x ≥ 0` the error `exp(-x) - truncatedDecay r x`, multiplied by `(-1)^r`, is non-negative.
-/
lemma remainder_sign (r : ℕ) :
    ∀ x : ℝ, 0 ≤ x → 0 ≤ (-1) ^ r * (Real.exp (-x) - truncatedDecay r x) := by
  induction r with
  | zero =>
    intro x _
    simp only [truncatedDecay, range_zero, sum_empty, pow_zero, one_mul, sub_zero]
    positivity
  | succ r ih =>
    intro x hx
    -- the signed error of order r + 1 has the signed error of order r as derivative
    have hd : ∀ y : ℝ, HasDerivAt
        (fun y => (-1) ^ (r + 1) * (Real.exp (-y) - truncatedDecay (r + 1) y))
        ((-1) ^ r * (Real.exp (-y) - truncatedDecay r y)) y := by
      intro y
      have h1 := ((hasDerivAt_id' y).fun_neg.exp.fun_sub
        (hasDerivAt_truncatedDecay r y)).const_mul ((-1 : ℝ) ^ (r + 1))
      exact h1.congr_deriv (by ring)
    have hmono := monotoneOn_of_deriv_nonneg (convex_Ici (0 : ℝ))
      (fun y _ => (hd y).continuousAt.continuousWithinAt)
      (fun y _ => (hd y).differentiableAt.differentiableWithinAt)
      (fun y hy => by
        rw [(hd y).deriv]
        exact ih y (interior_subset hy))
    have h := hmono (Set.mem_Ici.2 (le_refl (0 : ℝ))) (Set.mem_Ici.2 hx) hx
    have h0 : truncatedDecay (r + 1) 0 = 1 := by
      simp [truncatedDecay, sum_range_succ']
    simpa only [h0, neg_zero, Real.exp_zero, sub_self, mul_zero] using h

/-- For time `t` in `[0, β]` and frequency `w` in `[0, W]`, keeping `r` Taylor terms of
`exp(-t w)` makes an error of at most `(β W)^r / r!`. -/
theorem decay_error {β W t w : ℝ} (ht : t ∈ Set.Icc 0 β) (hw : w ∈ Set.Icc 0 W) (r : ℕ) :
    |Real.exp (-(t * w)) - truncatedDecay r (t * w)| ≤ (β * W) ^ r / (r.factorial : ℝ) := by
  obtain ⟨ht0, ht1⟩ := ht
  obtain ⟨hw0, hw1⟩ := hw
  have hβ : 0 ≤ β := ht0.trans ht1
  have hx : 0 ≤ t * w := mul_nonneg ht0 hw0
  have hle : (t * w) ^ r / (r.factorial : ℝ) ≤ (β * W) ^ r / (r.factorial : ℝ) := by
    gcongr
  refine le_trans ?_ hle
  generalize t * w = x at hx
  -- two consecutive signs enclose the error
  have h0 := remainder_sign r x hx
  have h1 := remainder_sign (r + 1) x hx
  have hs : (-1 : ℝ) ^ r * (-x) ^ r = x ^ r := by
    rw [← mul_pow, neg_mul_neg, one_mul]
  have he : (-1) ^ (r + 1) * (Real.exp (-x) - truncatedDecay (r + 1) x)
      = x ^ r / (r.factorial : ℝ) - (-1) ^ r * (Real.exp (-x) - truncatedDecay r x) := by
    rw [truncatedDecay_succ, pow_succ]
    linear_combination hs / (r.factorial : ℝ)
  have ha : |Real.exp (-x) - truncatedDecay r x|
      = |(-1) ^ r * (Real.exp (-x) - truncatedDecay r x)| := by
    rw [abs_mul, abs_pow, abs_neg, abs_one, one_pow, one_mul]
  rw [ha, abs_of_nonneg h0]
  linarith

/-- For times in `[0, β]` and frequencies in `[0, W]`, the imaginary-time kernel differs
entrywise by at most `(β W)^r / r!` from some matrix of rank at most `r`. -/
theorem kernel_near_low_rank {β W : ℝ} (t : m → ℝ) (w : n → ℝ)
    (ht : ∀ i, t i ∈ Set.Icc 0 β) (hw : ∀ j, w j ∈ Set.Icc 0 W) (r : ℕ) :
    ∃ B : Matrix m n ℝ, B.rank ≤ r ∧
      ∀ i j, |kernel t w i j - B i j| ≤ (β * W) ^ r / (r.factorial : ℝ) := by
  -- the truncated kernel factors through r powers of the frequency
  let U : Matrix m (Fin r) ℝ :=
    Matrix.of fun i k => (-t i) ^ (k : ℕ) / ((k : ℕ).factorial : ℝ)
  let V : Matrix (Fin r) n ℝ := Matrix.of fun k j => w j ^ (k : ℕ)
  refine ⟨U * V, ?_, fun i j => ?_⟩
  · calc (U * V).rank ≤ U.rank := Matrix.rank_mul_le_left U V
      _ ≤ Fintype.card (Fin r) := Matrix.rank_le_card_width U
      _ = r := Fintype.card_fin r
  · have h : (U * V) i j = truncatedDecay r (t i * w j) := by
      simp only [U, V, truncatedDecay, Matrix.mul_apply, Matrix.of_apply]
      rw [Finset.sum_range]
      refine sum_congr rfl fun k _ => ?_
      rw [← neg_mul, mul_pow]
      ring
    rw [h]
    exact decay_error (ht i) (hw j) r

/-- If the first `r` frequency moments of the weights `a` vanish and the frequencies lie in
`[0, W]`, the absolute value of the signal at any time in `[0, β]` is at most `(β W)^r / r!` times
`∑ |a_j|`. -/
theorem signal_le_of_moments {β W t : ℝ} (a w : n → ℝ) (r : ℕ)
    (ht : t ∈ Set.Icc 0 β) (hw : ∀ j, w j ∈ Set.Icc 0 W)
    (hm : ∀ k < r, ∑ j, a j * w j ^ k = 0) :
    |signal a w t| ≤ (β * W) ^ r / (r.factorial : ℝ) * ∑ j, |a j| := by
  -- the truncated signal contains only the vanishing moments
  have hz : ∑ j, a j * truncatedDecay r (t * w j) = 0 := by
    simp only [truncatedDecay, mul_sum]
    rw [sum_comm]
    refine sum_eq_zero fun k hk => ?_
    calc ∑ j, a j * ((-(t * w j)) ^ k / (k.factorial : ℝ))
        = (-t) ^ k / (k.factorial : ℝ) * ∑ j, a j * w j ^ k := by
          rw [mul_sum]
          refine sum_congr rfl fun j _ => ?_
          rw [← neg_mul, mul_pow]
          ring
      _ = 0 := by rw [hm k (mem_range.1 hk), mul_zero]
  have hs : signal a w t
      = ∑ j, a j * (Real.exp (-(t * w j)) - truncatedDecay r (t * w j)) := by
    simp only [signal, mul_sub, sum_sub_distrib, hz, sub_zero]
  rw [hs, mul_sum]
  refine (abs_sum_le_sum_abs _ _).trans (sum_le_sum fun j _ => ?_)
  rw [abs_mul, mul_comm]
  exact mul_le_mul_of_nonneg_right (decay_error ht (hw j) r) (abs_nonneg _)

/-- On a grid of more than `r > 0` frequencies in `[0, W]` there are two normalised
non-negative spectra with disjoint support whose signals differ by at most
`2 (β W)^r / r!` at every time in `[0, β]`. -/
theorem indistinguishable_spectra {W : ℝ} (β : ℝ) (w : n → ℝ)
    (hw : ∀ j, w j ∈ Set.Icc 0 W) {r : ℕ} (hr : 0 < r) (hn : r < Fintype.card n) :
    ∃ p q : n → ℝ, (∀ j, 0 ≤ p j) ∧ (∀ j, 0 ≤ q j) ∧ ∑ j, p j = 1 ∧ ∑ j, q j = 1 ∧
      (∀ j, p j * q j = 0) ∧ ∀ t ∈ Set.Icc 0 β,
        |signal p w t - signal q w t| ≤ 2 * ((β * W) ^ r / (r.factorial : ℝ)) := by
  -- r moment conditions on more than r weights have a non-zero solution a
  let V : Matrix (Fin r) n ℝ := Matrix.of fun k j => w j ^ (k : ℕ)
  have hker : LinearMap.ker V.mulVecLin ≠ ⊥ :=
    LinearMap.ker_ne_bot_of_finrank_lt (by simpa using hn)
  obtain ⟨a, ha, ha0⟩ := (Submodule.ne_bot_iff _).1 hker
  have hV : V.mulVec a = 0 := ha
  have hm : ∀ k < r, ∑ j, a j * w j ^ k = 0 := by
    intro k hk
    have h := congrFun hV ⟨k, hk⟩
    simpa [V, Matrix.mulVec, dotProduct, mul_comm] using h
  have h0 : ∑ j, a j = 0 := by simpa using hm 0 hr
  obtain ⟨s, hs⟩ : ∃ s, s = ∑ j, |a j| := ⟨_, rfl⟩
  have hpos : 0 < s := by
    obtain ⟨j, hj⟩ := Function.ne_iff.1 ha0
    rw [hs]
    exact sum_pos' (fun i _ => abs_nonneg (a i)) ⟨j, mem_univ j, abs_pos.2 hj⟩
  -- the two spectra are the positive and negative parts of a, normalised
  refine ⟨fun j => (|a j| + a j) / s, fun j => (|a j| - a j) / s,
    fun j => div_nonneg (by linarith [neg_abs_le (a j)]) hpos.le,
    fun j => div_nonneg (by linarith [le_abs_self (a j)]) hpos.le, ?_, ?_, ?_, ?_⟩
  · rw [← sum_div, sum_add_distrib, h0, add_zero, ← hs, div_self hpos.ne']
  · rw [← sum_div, sum_sub_distrib, h0, sub_zero, ← hs, div_self hpos.ne']
  · intro j
    linear_combination (sq_abs (a j)) / s ^ 2
  · intro t ht
    have hd : signal (fun j => (|a j| + a j) / s) w t
        - signal (fun j => (|a j| - a j) / s) w t = 2 / s * signal a w t := by
      simp only [signal]
      rw [← sum_sub_distrib, mul_sum]
      refine sum_congr rfl fun j _ => ?_
      ring
    have hb := signal_le_of_moments a w r ht hw hm
    rw [← hs] at hb
    have h2 : 0 ≤ 2 / s := by positivity
    rw [hd, abs_mul, abs_of_nonneg h2]
    calc 2 / s * |signal a w t|
        ≤ 2 / s * ((β * W) ^ r / (r.factorial : ℝ) * s) := mul_le_mul_of_nonneg_left hb h2
      _ = 2 * ((β * W) ^ r / (r.factorial : ℝ)) := by
          have := hpos.ne'
          field_simp

/-- For `N` distinct frequencies and the `N` equally spaced times `0, τ, 2τ, ...` with
`τ ≠ 0`, the exact kernel has non-zero determinant. -/
theorem kernel_det_ne_zero {N : ℕ} {τ : ℝ} (hτ : τ ≠ 0) (w : Fin N → ℝ)
    (hw : Function.Injective w) :
    (kernel (fun i : Fin N => τ * (i : ℕ)) w).det ≠ 0 := by
  -- the kernel is a transposed Vandermonde matrix in the variables exp(-τ w_j)
  have h : kernel (fun i : Fin N => τ * (i : ℕ)) w
      = (Matrix.vandermonde fun j => Real.exp (-(τ * w j))).transpose := by
    ext i j
    simp only [kernel, Matrix.of_apply, Matrix.transpose_apply, Matrix.vandermonde_apply]
    rw [← Real.exp_nat_mul]
    congr 1
    ring
  rw [h, Matrix.det_transpose, Matrix.det_vandermonde_ne_zero_iff]
  intro i j hij
  have h' : τ * w i = τ * w j := neg_injective (Real.exp_injective hij)
  exact hw (mul_left_cancel₀ hτ h')

end

end ImaginaryTimeKernel
```

```lean
#print axioms ImaginaryTimeKernel.kernel_near_low_rank
#print axioms ImaginaryTimeKernel.indistinguishable_spectra
#print axioms ImaginaryTimeKernel.kernel_det_ne_zero
```

```
'ImaginaryTimeKernel.kernel_near_low_rank' depends on axioms: [propext, Classical.choice, Quot.sound]
'ImaginaryTimeKernel.indistinguishable_spectra' depends on axioms: [propext, Classical.choice, Quot.sound]
'ImaginaryTimeKernel.kernel_det_ne_zero' depends on axioms: [propext, Classical.choice, Quot.sound]
```

## Any set of times, one finite frequency grid

In `kernel_near_low_rank`, `m` indexes times and may be infinite; `n` indexes frequencies and is finite. The `Set.Icc` hypotheses are the ranges $[0,\beta]$ and $[0,W]$. The proof takes $B$ to be `U * V` and bounds its rank by the width of `U`; `decay_error` bounds each entry.

`signal_le_of_moments` removes the truncated signal by exchanging sums. `indistinguishable_spectra` finds $a$ in the kernel of the moment matrix by a dimension count. It counts grid indices, so for physically different spectra the $w_j$ should be distinct. `kernel_det_ne_zero` identifies a transposed Vandermonde matrix.

The central device is `monotoneOn_of_deriv_nonneg`, used in `remainder_sign`. It asks for a convex set, continuity on it, and differentiability with a non-negative derivative in its interior. The set is $[0,\infty)$, the single derivative formula `hd` supplies the regularity, and the induction hypothesis `ih` supplies the sign. Comparing the values at $0$ and $x$ completes the step without an intermediate-point form of Taylor's theorem.

The theorems give an upper bound, not the smallest possible rank, and they say nothing about rounding. For large $\beta W$ the alternating sum $T_r$ suffers cancellation in floating point, so the Taylor factors are a poor way to compute $B$. Negative frequencies and continuous spectra lie outside the model. A fermionic factor $1/(1+e^{-\beta w_j})$ can be absorbed into $a_j$, but the normalisation of $p$ and $q$ then refers to the absorbed weights.
